# A real two-state effective Hamiltonian has nonreal energies exactly when $(a-d)^2+4bc<0$

Q: My multistate perturbation calculation runs smoothly along a bond stretch until two states approach each other. Then the diagonaliser returns complex energies. If I keep only the real parts, two distinct curves merge into one for a few geometries, and I can't tell whether I have a bug or a property of the effective Hamiltonian. What would settle it?

A: A criterion on the matrix elements settles part of it: whether the complex energies belong to the matrix or come from a fault in the diagonalisation. It can't tell you whether the matrix elements themselves were computed correctly. Let the effective Hamiltonian have rows $(a,b)$ and $(c,d)$, all real. The diagonal entries are the energies of the two model states, and $b$ and $c$ are their couplings. In a multistate perturbation theory of Bloch type, the energy denominators can depend on which model state the operator acts on, so $b$ and $c$ may differ. Nonreal energies occur exactly when $(a-d)^2+4bc<0$. For a model space of two states, you can check this from the four matrix elements, taken before any symmetrisation.

```lean
import Mathlib

open Matrix

namespace TwoStateEffectiveHamiltonian

/-- The real two-state effective Hamiltonian with rows `(a, b)` and `(c, d)`;
the couplings `b` and `c` may differ. -/
def heff (a b c d : ℝ) : Matrix (Fin 2) (Fin 2) ℝ := !![a, b; c, d]
```

Q: A definition of "energy" could already contain the answer. Is a characteristic polynomial hidden in it?

A: No. An energy here is an eigenvalue in the usual sense: a complex number $E$ for which some nonzero complex vector $v$ satisfies $Hv=Ev$. In `IsEigenpair`, `H.map Complex.ofReal` is the same real matrix with its entries read as complex numbers, and `*ᵥ` applies it to $v$. The vector need not be normalised. `IsEnergy` says that such a vector exists, and `HasNonrealEnergy` says that some energy has a nonzero imaginary part.

```lean
/-- The nonzero complex vector `v` is a right eigenvector of the real matrix `H`
with energy `E`. -/
def IsEigenpair (H : Matrix (Fin 2) (Fin 2) ℝ) (E : ℂ) (v : Fin 2 → ℂ) : Prop :=
  v ≠ 0 ∧ H.map Complex.ofReal *ᵥ v = E • v

/-- The complex number `E` is an energy of `H`: it belongs to some eigenvector. -/
def IsEnergy (H : Matrix (Fin 2) (Fin 2) ℝ) (E : ℂ) : Prop :=
  ∃ v, IsEigenpair H E v

/-- `H` has an energy with nonzero imaginary part. -/
def HasNonrealEnergy (H : Matrix (Fin 2) (Fin 2) ℝ) : Prop :=
  ∃ E, IsEnergy H E ∧ E.im ≠ 0
```

Q: Then derive the secular equation from that.

A: Number the components 0 and 1, as Lean does. The eigenvalue equation reads

$$a v_0+b v_1=E v_0,\qquad c v_0+d v_1=E v_1 .$$

`eigenpair_iff` states just this, by expanding the matrix-vector product.

```lean
/-- The eigenvalue equation written out for the two components of the state. -/
theorem eigenpair_iff (a b c d : ℝ) (E : ℂ) (v : Fin 2 → ℂ) :
    IsEigenpair (heff a b c d) E v ↔
      v ≠ 0 ∧ a * v 0 + b * v 1 = E * v 0 ∧ c * v 0 + d * v 1 = E * v 1 := by
  unfold IsEigenpair
  rw [funext_iff (f := (heff a b c d).map Complex.ofReal *ᵥ v), Fin.forall_fin_two]
  simp [heff, Matrix.mulVec, dotProduct, Fin.sum_univ_two]
```

Rewrite the two equations as $(E-a)v_0=bv_1$ and $(E-d)v_1=cv_0$. Multiplying the first by $E-d$ and inserting the second gives

$$(E-a)(E-d)v_0=b(E-d)v_1=bc\,v_0 .$$

The same elimination gives $(E-a)(E-d)v_1=bc\,v_1$. At least one component is nonzero, so $(E-a)(E-d)=bc$.

Q: That is one direction. Does every root have an eigenvector, even when a coupling vanishes?

A: Yes, in three cases:

- If $E\neq d$, take $v=(E-d,\,c)$. The first row gives $a(E-d)+bc=E(E-d)$, which is the secular equation, and the second gives $c(E-d)+dc=Ec$.
- If $E=d$ and $b\neq0$, take $v=(b,\,E-a)$. Now the first row is an identity and the second is the secular equation.
- If $E=d$ and $b=0$, take $v=(0,1)$.

In the proof below, `k0` and `k1` are the two eliminations, and `by_cases` separates the three cases. Each `linear_combination` names the multiples of known equations that add up to the desired one.

```lean
/-- Secular equation: `E` is an energy exactly when `(E - a)(E - d) = bc`. -/
theorem isEnergy_iff_secular (a b c d : ℝ) (E : ℂ) :
    IsEnergy (heff a b c d) E ↔ (E - a) * (E - d) = b * c := by
  constructor
  · rintro ⟨v, hv⟩
    obtain ⟨hne, h0, h1⟩ := (eigenpair_iff a b c d E v).1 hv
    -- eliminating one component leaves the secular determinant times the other
    have k0 : ((E - a) * (E - d) - b * c) * v 0 = 0 := by
      linear_combination (-(E - d)) * h0 - b * h1
    have k1 : ((E - a) * (E - d) - b * c) * v 1 = 0 := by
      linear_combination (-(E - a)) * h1 - c * h0
    by_contra hE
    have hE' := sub_ne_zero.2 hE
    apply hne
    funext i
    fin_cases i
    · exact (mul_eq_zero.1 k0).resolve_left hE'
    · exact (mul_eq_zero.1 k1).resolve_left hE'
  · intro h
    by_cases hd : E - d = 0
    · by_cases hb : (b : ℂ) = 0
      · refine ⟨![0, 1], (eigenpair_iff a b c d E _).2 ⟨?_, ?_, ?_⟩⟩
        · intro h0
          simpa using congrFun h0 1
        · simp [hb]
        · simp only [Matrix.cons_val_zero, Matrix.cons_val_one]
          linear_combination -hd
      · refine ⟨![(b : ℂ), E - a], (eigenpair_iff a b c d E _).2 ⟨?_, ?_, ?_⟩⟩
        · intro h0
          exact hb (by simpa using congrFun h0 0)
        · simp only [Matrix.cons_val_zero, Matrix.cons_val_one]
          ring
        · simp only [Matrix.cons_val_zero, Matrix.cons_val_one]
          linear_combination -h
    · refine ⟨![E - d, (c : ℂ)], (eigenpair_iff a b c d E _).2 ⟨?_, ?_, ?_⟩⟩
      · intro h0
        exact hd (by simpa using congrFun h0 0)
      · simp only [Matrix.cons_val_zero, Matrix.cons_val_one]
        linear_combination -h
      · simp only [Matrix.cons_val_zero, Matrix.cons_val_one]
        ring
```

Q: Now the complex pair.

A: Write $\Delta=(a-d)^2+4bc$. Completing the square turns the secular equation into

$$\left(E-\frac{a+d}{2}\right)^2=\frac{\Delta}{4}.$$

For $\Delta<0$ the solutions are

$$E=\frac{a+d}{2}\pm\frac{i}{2}\sqrt{-\Delta}.$$

`energies_of_neg` says that these two numbers, and no others, are the energies. Its proof calls the square root `s`, uses $s^2=-\Delta$, and checks in `key` that the secular polynomial factors over the pair. A product vanishes only if one factor does.

```lean
/-- If `(a - d)² + 4bc < 0`, the energies are the conjugate pair with real part `(a + d)/2`
and imaginary parts `±√(-((a - d)² + 4bc))/2`. -/
theorem energies_of_neg (a b c d : ℝ) (h : (a - d) ^ 2 + 4 * b * c < 0) (E : ℂ) :
    IsEnergy (heff a b c d) E ↔
      E = ((a + d) / 2 : ℝ) + (√(-((a - d) ^ 2 + 4 * b * c)) / 2 : ℝ) * Complex.I ∨
      E = ((a + d) / 2 : ℝ) - (√(-((a - d) ^ 2 + 4 * b * c)) / 2 : ℝ) * Complex.I := by
  have hr := Real.sq_sqrt (by linarith : 0 ≤ -((a - d) ^ 2 + 4 * b * c))
  generalize √(-((a - d) ^ 2 + 4 * b * c)) = s at hr ⊢
  have hs : (s : ℂ) ^ 2 = -(((a : ℂ) - d) ^ 2 + 4 * b * c) := by exact_mod_cast hr
  -- the secular polynomial factors over the conjugate pair
  have key : (E - (((a + d) / 2 : ℝ) + (s / 2 : ℝ) * Complex.I)) *
      (E - (((a + d) / 2 : ℝ) - (s / 2 : ℝ) * Complex.I)) =
      (E - a) * (E - d) - b * c := by
    push_cast
    linear_combination (-(s : ℂ) ^ 2 / 4) * Complex.I_sq + (1 / 4) * hs
  rw [isEnergy_iff_secular]
  constructor
  · intro hE
    rw [hE, sub_self] at key
    exact (mul_eq_zero.1 key).imp sub_eq_zero.1 sub_eq_zero.1
  · intro hE
    apply sub_eq_zero.1
    rw [← key]
    exact mul_eq_zero.2 (hE.imp sub_eq_zero.2 sub_eq_zero.2)
```

Q: So $\Delta<0$ is sufficient. Why is it necessary?

A: Suppose $\operatorname{Im}E\neq0$. The imaginary part of the secular equation is

$$\operatorname{Im}E\,(2\operatorname{Re}E-a-d)=0,$$

so $\operatorname{Re}E=(a+d)/2$. The real part is

$$(\operatorname{Re}E-a)(\operatorname{Re}E-d)-(\operatorname{Im}E)^2=bc .$$

With the value just found, the product on the left is $-(a-d)^2/4$. Hence $\Delta=-4(\operatorname{Im}E)^2<0$. In Lean, `hx` is the first conclusion and `hdisc` the second. The converse takes the member of the pair with positive imaginary part.

```lean
/-- A real two-state effective Hamiltonian has a nonreal energy if and only if
`(a - d)² + 4bc < 0`. -/
theorem hasNonrealEnergy_iff (a b c d : ℝ) :
    HasNonrealEnergy (heff a b c d) ↔ (a - d) ^ 2 + 4 * b * c < 0 := by
  constructor
  · rintro ⟨E, hE, him⟩
    have h := (isEnergy_iff_secular a b c d E).1 hE
    have hre := congrArg Complex.re h
    have hi := congrArg Complex.im h
    simp only [Complex.mul_re, Complex.mul_im, Complex.sub_re, Complex.sub_im,
      Complex.ofReal_re, Complex.ofReal_im] at hre hi
    -- the imaginary part fixes Re E at the mean of the diagonal energies
    have hx : 2 * E.re = a + d := mul_left_cancel₀ him (by linear_combination hi)
    have hdisc : (a - d) ^ 2 + 4 * b * c = -4 * E.im ^ 2 := by
      linear_combination (-4) * hre + (2 * E.re - a - d) * hx
    have hpos : 0 < E.im ^ 2 := by positivity
    linarith
  · intro h
    refine ⟨_, (energies_of_neg a b c d h _).2 (Or.inl rfl), ?_⟩
    have hs : 0 < √(-((a - d) ^ 2 + 4 * b * c)) := Real.sqrt_pos.2 (by linarith)
    simp only [Complex.add_im, Complex.mul_im, Complex.ofReal_re, Complex.ofReal_im,
      Complex.I_re, Complex.I_im]
    apply ne_of_gt
    linarith
```

Q: I think in terms of gaps, not discriminants.

A: If $\Delta<0$, then $4bc<-(a-d)^2\le0$, so $bc<0$. Also $(a-d)^2<4(-bc)$, and taking roots gives

$$|a-d|<2\sqrt{-bc}.$$

Conversely, squaring this inequality when $bc<0$ returns $\Delta<0$. The condition $bc<0$ means that the couplings have opposite signs. Since $4bc=(b+c)^2-(b-c)^2$, this happens when the asymmetry $|b-c|$ exceeds $|b+c|$. The Lean proof squares the root in `hs`; `abs_lt_of_sq_lt_sq` performs the step from squares to absolute values.

```lean
/-- Nonreal energies occur exactly when the two couplings have opposite signs and the gap
`|a - d|` is smaller than `2√(-bc)`. -/
theorem hasNonrealEnergy_iff_gap (a b c d : ℝ) :
    HasNonrealEnergy (heff a b c d) ↔ b * c < 0 ∧ |a - d| < 2 * √(-(b * c)) := by
  rw [hasNonrealEnergy_iff]
  constructor
  · intro h
    have hbc : b * c < 0 := by nlinarith [sq_nonneg (a - d)]
    have hs := Real.sq_sqrt (by linarith : 0 ≤ -(b * c))
    exact ⟨hbc, abs_lt_of_sq_lt_sq (by nlinarith) (by positivity)⟩
  · rintro ⟨hbc, h⟩
    have hs := Real.sq_sqrt (by linarith : 0 ≤ -(b * c))
    have h2 := mul_self_lt_mul_self (abs_nonneg (a - d)) h
    nlinarith [sq_abs (a - d)]
```

Q: My problem is a range of geometries, though. Where does "near a crossing" enter?

A: Through a local model. Let $x$ be a geometry coordinate, and let the diagonal energies be $e+g_1(x-x_0)$ for state 0 and $e+g_2(x-x_0)$ for state 1. Here $e$ is their common energy at the crossing $x_0$, not a charge, and $g_1\neq g_2$ are the slopes. The couplings are held constant. The gap is then $|x-x_0|\,|g_1-g_2|$, so for $bc<0$ the energies are nonreal exactly when

$$|x-x_0|<\frac{2\sqrt{-bc}}{|g_1-g_2|}.$$

The proof inserts the gap into the previous theorem and divides by $|g_1-g_2|$. With equal slopes the gap would vanish everywhere, and for $bc<0$ there would be no finite window.

```lean
/-- Let two diagonal energies with different slopes `g₁`, `g₂` cross at `x₀`, with constant
couplings. The energies at `x` are nonreal exactly when `bc < 0` and `x` lies within
`2√(-bc)/|g₁ - g₂|` of the crossing. -/
theorem nonreal_near_crossing (e g₁ g₂ x₀ b c x : ℝ) (hg : g₁ ≠ g₂) :
    HasNonrealEnergy (heff (e + g₁ * (x - x₀)) b c (e + g₂ * (x - x₀))) ↔
      b * c < 0 ∧ |x - x₀| < 2 * √(-(b * c)) / |g₁ - g₂| := by
  have hgap : e + g₁ * (x - x₀) - (e + g₂ * (x - x₀)) = (x - x₀) * (g₁ - g₂) := by ring
  rw [hasNonrealEnergy_iff_gap, hgap, abs_mul,
    lt_div_iff₀ (abs_pos.2 (sub_ne_zero.2 hg))]
```

Q: Diagonal energies that are linear in $x$ and constant couplings are idealisations. Does this show that my method produces such a window?

A: No. The step left to you is from the perturbation theory to the matrix: whether your partitioning and order give real couplings of opposite sign at your crossing, and whether they vary little across the window. The matrix elements are inputs here, and the eigenvalue problem assumes an orthonormal model basis. The criterion itself applies at each geometry separately, so you can use it with the computed $a,b,c,d$ even where the linear model is poor.

Q: What happens at the edge of the window? At an ordinary degeneracy I would still expect two independent states.

A: There $\Delta=0$, and the secular equation becomes $(E-(a+d)/2)^2=0$. Every eigenvector therefore has energy $(a+d)/2$. If $b\neq0$, the first row gives

$$v_1=\frac{E-a}{b}\,v_0=\frac{d-a}{2b}\,v_0,$$

so $v=\dfrac{v_0}{2b}\,(2b,\,d-a)$. All eigenvectors lie along one direction, with normalised representative $(2b,\,d-a)/\sqrt{4b^2+(d-a)^2}$. The two states have coalesced, and the eigenvectors no longer span the model space. Some coupling must be nonzero for this: if $b=c=0$ and $a=d$, every nonzero vector is an eigenvector.

In the proof, `hsq` is the perfect square, while `e0` and `e1` check the two components of the proportionality.

```lean
/-- If `(a - d)² + 4bc = 0` and `b ≠ 0`, every eigenvector has energy `(a + d)/2` and is a
multiple of the single vector `(2b, d - a)`. -/
theorem coalescence (a b c d : ℝ) (h : (a - d) ^ 2 + 4 * b * c = 0) (hb : b ≠ 0)
    (E : ℂ) (v : Fin 2 → ℂ) (hv : IsEigenpair (heff a b c d) E v) :
    E = ((a : ℂ) + d) / 2 ∧ ∃ k : ℂ, v = k • ![2 * (b : ℂ), (d : ℂ) - a] := by
  have hsec := (isEnergy_iff_secular a b c d E).1 ⟨v, hv⟩
  have hC : ((a : ℂ) - d) ^ 2 + 4 * b * c = 0 := by exact_mod_cast h
  have hbC : (b : ℂ) ≠ 0 := by exact_mod_cast hb
  -- the secular polynomial is a perfect square
  have hsq : (E - ((a : ℂ) + d) / 2) ^ 2 = 0 := by
    linear_combination hsec + (1 / 4) * hC
  have hE : E = ((a : ℂ) + d) / 2 := sub_eq_zero.1 (pow_eq_zero_iff two_ne_zero |>.1 hsq)
  obtain ⟨-, h0, -⟩ := (eigenpair_iff a b c d E v).1 hv
  refine ⟨hE, v 0 / (2 * b), ?_⟩
  have e0 : v 0 = v 0 / (2 * b) * (2 * b) := by field_simp
  have e1 : v 1 = v 0 / (2 * b) * (d - a) := by
    apply mul_left_cancel₀ hbC
    have e2 : (b : ℂ) * (v 0 / (2 * b) * (d - a)) = v 0 * (d - a) / 2 := by field_simp
    rw [e2]
    linear_combination h0 + v 0 * hE
  funext i
  fin_cases i
  · simpa using e0
  · simpa using e1
```

Q: Suppose I average the matrix with its transpose. Are my complex energies gone?

A: Yes. The matrix $(H+H^{\mathsf T})/2$ has the same diagonal and both couplings equal to $(b+c)/2$. Its discriminant is

$$(a-d)^2+(b+c)^2\ge0,$$

so the criterion excludes nonreal energies. The Lean proof first identifies the averaged matrix entry by entry as another `heff`, then applies `hasNonrealEnergy_iff` and the fact that squares are nonnegative.

```lean
/-- The symmetrized effective Hamiltonian `(H + Hᵀ)/2` has no nonreal energy. -/
theorem symmetrized_real (a b c d : ℝ) :
    ¬ HasNonrealEnergy ((1 / 2 : ℝ) • (heff a b c d + (heff a b c d)ᵀ)) := by
  have hH : (1 / 2 : ℝ) • (heff a b c d + (heff a b c d)ᵀ) =
      heff a ((b + c) / 2) ((b + c) / 2) d := by
    ext i j
    fin_cases i <;> fin_cases j <;>
      simp only [heff, Matrix.smul_apply, Matrix.add_apply, Matrix.transpose_apply,
        smul_eq_mul] <;> simp <;> ring
  rw [hH, hasNonrealEnergy_iff]
  nlinarith [sq_nonneg (a - d), sq_nonneg (b + c)]

end TwoStateEffectiveHamiltonian
```

```lean
#print axioms TwoStateEffectiveHamiltonian.hasNonrealEnergy_iff
#print axioms TwoStateEffectiveHamiltonian.nonreal_near_crossing
#print axioms TwoStateEffectiveHamiltonian.coalescence
#print axioms TwoStateEffectiveHamiltonian.symmetrized_real
```

```
'TwoStateEffectiveHamiltonian.hasNonrealEnergy_iff' depends on axioms: [propext, Classical.choice, Quot.sound]
'TwoStateEffectiveHamiltonian.nonreal_near_crossing' depends on axioms: [propext, Classical.choice, Quot.sound]
'TwoStateEffectiveHamiltonian.coalescence' depends on axioms: [propext, Classical.choice, Quot.sound]
'TwoStateEffectiveHamiltonian.symmetrized_real' depends on axioms: [propext, Classical.choice, Quot.sound]
```

Q: And are the symmetrised energies the right ones?

A: That is a separate question, and reality alone doesn't answer it. Take $c=-b$ with $b\neq0$: averaging removes the coupling entirely, and the energies become $a$ and $d$. The curves are real and simply cross, but the interaction between the states has been deleted. So check the signs and sizes of $b$ and $c$ before you symmetrise.
